# The energy gradient of self-consistent-charge tight binding at fixed occupations

In a geometry optimization, once the charges have converged at the current geometry, a tight-binding program can assemble the electronic part of the forces from the orbitals it already has and from the derivatives of the Hamiltonian, overlap and Coulomb matrices. It does not compute how the orbitals or charges respond to the displacement. For a finite basis, fixed occupations and normalized, self-consistent orbitals that vary differentiably along a one-parameter path, the gradient below justifies this step.

## How the orbital response drops out

Let i label basis functions and a label orbitals, with coefficient vectors c_a and constant occupations f_a. The matrices H (the charge-independent Hamiltonian), S (overlap) and G (Coulomb interaction) are real and symmetric and depend on a parameter t, such as a nuclear coordinate. A prime means d/dt. With constant reference populations q0_i, the Mulliken charge fluctuations and the energy are

q_i = Σ_a f_a c_ai (S c_a)_i − q0_i

E = Σ_a f_a c_aᵀHc_a + qᵀGq/2.

Let v = Gq be the potential of the fluctuations and W = diag(v). For any matrix M, write shift(M) = (WM + MW)/2. The orbitals satisfy

(H + shift(S)) c_a = e_a S c_a,  c_aᵀSc_a = 1.

The claim is

E' = Σ_a f_a c_aᵀ(H' + shift(S') − e_a S')c_a + qᵀG'q/2.

For symmetric M, the two terms in which x is differentiated are equal, so

(xᵀMx)' = xᵀM'x + 2x'ᵀMx.

Applied to both parts of the energy, this gives

E' = Σ_a f_a (c_aᵀH'c_a + 2c_a'ᵀHc_a) + qᵀG'q/2 + q'ᵀv.

The charges change by

q_i' = Σ_a f_a [c_ai' (S c_a)_i + c_ai (S'c_a)_i + c_ai (S c_a')_i].

To rewrite q'ᵀv, note that xᵀWMy = Σ_i v_i x_i (My)_i and, for symmetric M, xᵀMWy = Σ_i v_i y_i (Mx)_i. Hence

xᵀ shift(M) y = ½ Σ_i v_i [x_i (My)_i + y_i (Mx)_i].

Taking x = y = c_a with M = S' gives the middle term of q'ᵀv. Taking x = c_a', y = c_a with M = S, and doubling, gives the other two:

q'ᵀv = Σ_a f_a [c_aᵀ shift(S') c_a + 2c_a'ᵀ shift(S) c_a].

The terms in E' that contain c_a' now combine, and the self-consistent equation turns them into

2c_a'ᵀ(H + shift(S))c_a = 2e_a c_a'ᵀSc_a.

Differentiating the normalization gives c_aᵀS'c_a + 2c_a'ᵀSc_a = 0, so this equals −e_a c_aᵀS'c_a. That is the remaining term of the claim, the Pulay contribution of a basis whose overlap changes.

## One basis function, and an unconverged orbital

With one basis function and one orbital, all matrices are numbers. For S > 0, c² = 1/S and q = f − q0 is constant, so E = fH/S + Gq²/2. Direct differentiation gives

E' = f(H'/S − HS'/S²) + G'q²/2.

In the general formula e = H/S + v, the two terms containing vS' cancel, and the same result follows.

Self-consistency matters. Take S = 1, G = 0, H = diag(0, 1), f = 1 and c = (cos t, sin t). The orbital is always normalized and E = sin² t, so E' = 1 at t = π/4. There c is not an eigenvector of H, and the formula gives 0 because all matrix derivatives vanish.

## Charges, energy and self-consistency in Lean

The finite types `n` and `k` index basis functions and orbitals.

```lean
import Mathlib

open Matrix

namespace SelfConsistentChargeForce

noncomputable section

variable {n k : Type*} [Fintype n] [Fintype k]
```

Each basis function carries its own charge, counted as an excess of electrons. Atom-resolved charges are covered by letting G_ij depend only on the atoms that carry i and j.

```lean
/-- Mulliken charge fluctuations of orbitals `c a` with occupations `f a`, relative to the
reference charges `q0`. -/
def mullikenCharge (f : k → ℝ) (q0 : n → ℝ) (S : Matrix n n ℝ) (c : k → n → ℝ) : n → ℝ :=
  fun i => (∑ a, f a * (c a i * (S *ᵥ c a) i)) - q0 i
```

The energy has a band term and a Coulomb term. A repulsive pair energy would add its own derivative.

```lean
/-- Tight-binding energy: the band term plus the Coulomb energy of the charge fluctuations. -/
def sccEnergy (f : k → ℝ) (q0 : n → ℝ) (H S G : Matrix n n ℝ) (c : k → n → ℝ) : ℝ :=
  (∑ a, f a * (c a ⬝ᵥ H *ᵥ c a)) +
    (mullikenCharge f q0 S c ⬝ᵥ G *ᵥ mullikenCharge f q0 S c) / 2
```

The next definition is the formula for q_i' above, with `S'` and `c'` as given data.

```lean
/-- First-order change of the Mulliken charges when the overlap changes by `S'` and the
orbitals by `c'`. -/
def chargeResponse (f : k → ℝ) (S S' : Matrix n n ℝ) (c c' : k → n → ℝ) : n → ℝ :=
  fun i => ∑ a, f a * (c' a i * (S *ᵥ c a) i + c a i * ((S' *ᵥ c a) i + (S *ᵥ c' a) i))
```

`chargeShift v M` is shift(M) for the potential `v`.

```lean
/-- The symmetrized product `(W M + M W) / 2` of a matrix `M` with the diagonal matrix `W`
of a site potential `v`. -/
def chargeShift [DecidableEq n] (v : n → ℝ) (M : Matrix n n ℝ) : Matrix n n ℝ :=
  (1 / 2 : ℝ) • (diagonal v * M + M * diagonal v)
```

`IsSelfConsistent` states the eigenvalue equation with the potential produced by the same orbitals. It requires neither the lowest levels to be filled nor different orbitals to be orthogonal.

```lean
/-- The orbitals solve the generalized eigenvalue problem whose Hamiltonian contains the
potential of their own Mulliken charges. -/
def IsSelfConsistent [DecidableEq n] (f : k → ℝ) (q0 : n → ℝ) (H S G : Matrix n n ℝ)
    (c : k → n → ℝ) (e : k → ℝ) : Prop :=
  ∀ a, (H + chargeShift (G *ᵥ mullikenCharge f q0 S c) S) *ᵥ c a = e a • (S *ᵥ c a)
```

## Derivatives of quadratic forms

Symmetry lets the two vectors in a matrix element change places.

```lean
/-- A real symmetric matrix has symmetric matrix elements between any two vectors. -/
theorem symm_form {M : Matrix n n ℝ} (hM : M.IsSymm) (x y : n → ℝ) :
    x ⬝ᵥ M *ᵥ y = y ⬝ᵥ M *ᵥ x := by
  rw [Matrix.dotProduct_mulVec, ← Matrix.mulVec_transpose, hM.eq, dotProduct_comm]
```

The product rule is applied entry by entry and summed.

```lean
/-- Product rule for a moving matrix acting on a moving vector. -/
theorem hasDerivAt_mulVec {M : ℝ → Matrix n n ℝ} {M' : Matrix n n ℝ} {x : ℝ → n → ℝ}
    {x' : n → ℝ} {t : ℝ} (hM : ∀ i j, HasDerivAt (fun s => M s i j) (M' i j) t)
    (hx : ∀ i, HasDerivAt (fun s => x s i) (x' i) t) (i : n) :
    HasDerivAt (fun s => (M s *ᵥ x s) i) ((M' *ᵥ x t) i + (M t *ᵥ x') i) t := by
  have h := HasDerivAt.fun_sum (u := Finset.univ) (fun j _ => (hM i j).fun_mul (hx j))
  simp only [Finset.sum_add_distrib] at h
  exact h
```

A second product rule, followed by `symm_form`, gives xᵀM'x + 2x'ᵀMx.

```lean
/-- Derivative of the quadratic form `xᵀMx` at a parameter value where `M` is symmetric: `xᵀM'x +
2x'ᵀMx`. -/
theorem hasDerivAt_form {M : ℝ → Matrix n n ℝ} {M' : Matrix n n ℝ} {x : ℝ → n → ℝ}
    {x' : n → ℝ} {t : ℝ} (hM : ∀ i j, HasDerivAt (fun s => M s i j) (M' i j) t)
    (hx : ∀ i, HasDerivAt (fun s => x s i) (x' i) t) (hs : (M t).IsSymm) :
    HasDerivAt (fun s => x s ⬝ᵥ M s *ᵥ x s)
      (x t ⬝ᵥ M' *ᵥ x t + 2 * (x' ⬝ᵥ M t *ᵥ x t)) t := by
  have h := HasDerivAt.fun_sum (u := Finset.univ)
    (fun i _ => (hx i).fun_mul (hasDerivAt_mulVec hM hx i))
  refine h.congr_deriv ?_
  simp only [mul_add, Finset.sum_add_distrib]
  change x' ⬝ᵥ M t *ᵥ x t + (x t ⬝ᵥ M' *ᵥ x t + x t ⬝ᵥ M t *ᵥ x') = _
  rw [symm_form hs (x t) x']
  ring
```

## The potential acting on the charge response

`chargeShift_form` is the formula for xᵀ shift(M) y; `h1` and `h2` evaluate its two halves.

```lean
variable [DecidableEq n]

/-- Matrix elements of the charge shift as sums of the site potential over Mulliken-type
populations. -/
theorem chargeShift_form {M : Matrix n n ℝ} (hM : M.IsSymm) (v x y : n → ℝ) :
    x ⬝ᵥ chargeShift v M *ᵥ y =
      ((∑ i, v i * (x i * (M *ᵥ y) i)) + ∑ i, v i * (y i * (M *ᵥ x) i)) / 2 := by
  have h1 : x ⬝ᵥ diagonal v *ᵥ (M *ᵥ y) = ∑ i, v i * (x i * (M *ᵥ y) i) :=
    Finset.sum_congr rfl (fun i _ => by rw [Matrix.mulVec_diagonal]; ring)
  have h2 : x ⬝ᵥ M *ᵥ (diagonal v *ᵥ y) = ∑ i, v i * (y i * (M *ᵥ x) i) := by
    rw [symm_form hM]
    exact Finset.sum_congr rfl (fun i _ => by rw [Matrix.mulVec_diagonal]; ring)
  rw [chargeShift, Matrix.smul_mulVec, dotProduct_smul, Matrix.add_mulVec, dotProduct_add,
    ← Matrix.mulVec_mulVec, ← Matrix.mulVec_mulVec, h1, h2, smul_eq_mul]
  ring
```

`potential_response` is the expression for q'ᵀv. The proof exchanges the sums over basis functions and orbitals, then compares the terms for each orbital.

```lean
/-- The work of a site potential on the charge response, written with the charge shifts of
the overlap and of its derivative. -/
theorem potential_response (f : k → ℝ) {S S' : Matrix n n ℝ} (hS : S.IsSymm)
    (hS' : S'.IsSymm) (c c' : k → n → ℝ) (v : n → ℝ) :
    chargeResponse f S S' c c' ⬝ᵥ v =
      ∑ a, f a * (c a ⬝ᵥ chargeShift v S' *ᵥ c a +
        2 * (c' a ⬝ᵥ chargeShift v S *ᵥ c a)) := by
  simp only [chargeShift_form hS, chargeShift_form hS']
  simp only [dotProduct, chargeResponse, Finset.sum_mul]
  rw [Finset.sum_comm]
  refine Finset.sum_congr rfl fun a _ => ?_
  trans f a * ((∑ i, v i * (c a i * (S' *ᵥ c a) i)) +
    ((∑ i, v i * (c' a i * (S *ᵥ c a) i)) + ∑ i, v i * (c a i * (S *ᵥ c' a) i)))
  · rw [← Finset.sum_add_distrib, ← Finset.sum_add_distrib, Finset.mul_sum]
    exact Finset.sum_congr rfl fun i _ => by ring
  · ring
```

## The gradient theorem

The `HasDerivAt` hypotheses supply the derivatives at `t`, including those of the orbitals, whose differentiability is assumed and not derived. Symmetry of S and normalization hold for every parameter value `s`; symmetry of H and G and self-consistency are needed only at `t`. The orbital energies `e` are numbers at `t`, with no derivative. Occupations and reference charges are constant, so occupations that vary with the geometry are not covered. The electronic part of the force along the path is minus the stated derivative.

```lean
/-- Self-consistent-charge tight-binding gradient: for differentiable, normalized orbitals that are
self-consistent at `t`, the energy derivative at `t` is given by a formula in which the only
derivatives are those of `H`, `S` and `G`. -/
theorem scc_gradient (f : k → ℝ) (q0 : n → ℝ) {H S G : ℝ → Matrix n n ℝ}
    {H' S' G' : Matrix n n ℝ} {c : ℝ → k → n → ℝ} {c' : k → n → ℝ} {e : k → ℝ} {t : ℝ}
    (hH : ∀ i j, HasDerivAt (fun s => H s i j) (H' i j) t)
    (hS : ∀ i j, HasDerivAt (fun s => S s i j) (S' i j) t)
    (hG : ∀ i j, HasDerivAt (fun s => G s i j) (G' i j) t)
    (hc : ∀ a i, HasDerivAt (fun s => c s a i) (c' a i) t)
    (symH : (H t).IsSymm) (symS : ∀ s, (S s).IsSymm) (symG : (G t).IsSymm)
    (hnorm : ∀ s a, c s a ⬝ᵥ S s *ᵥ c s a = 1)
    (hscf : IsSelfConsistent f q0 (H t) (S t) (G t) (c t) e) :
    let q := mullikenCharge f q0 (S t) (c t)
    HasDerivAt (fun s => sccEnergy f q0 (H s) (S s) (G s) (c s))
      ((∑ a, f a * (c t a ⬝ᵥ (H' + chargeShift (G t *ᵥ q) S' - e a • S') *ᵥ c t a)) +
        (q ⬝ᵥ G' *ᵥ q) / 2) t := by
  intro q
  -- the derivative of the overlap is symmetric
  have symS' : S'.IsSymm := Matrix.IsSymm.ext fun i j => by
    have h := hS j i
    have hfun : (fun s => S s j i) = fun s => S s i j := funext fun s => (symS s).apply i j
    rw [hfun] at h
    exact h.unique (hS i j)
  -- the charges follow the overlap and the orbitals
  have hq : ∀ i, HasDerivAt (fun s => mullikenCharge f q0 (S s) (c s) i)
      (chargeResponse f (S t) S' (c t) c' i) t := fun i =>
    (HasDerivAt.fun_sum (u := Finset.univ) (fun a _ => ((hc a i).fun_mul
      (hasDerivAt_mulVec (x := fun s => c s a) hS (hc a) i)).const_mul (f a))).sub_const (q0 i)
  have hQ : HasDerivAt (fun s => mullikenCharge f q0 (S s) (c s) ⬝ᵥ
      G s *ᵥ mullikenCharge f q0 (S s) (c s))
      (q ⬝ᵥ G' *ᵥ q + 2 * (chargeResponse f (S t) S' (c t) c' ⬝ᵥ G t *ᵥ q)) t :=
    hasDerivAt_form (x := fun s => mullikenCharge f q0 (S s) (c s)) hG hq symG
  have hB : ∀ a, HasDerivAt (fun s => c s a ⬝ᵥ H s *ᵥ c s a)
      (c t a ⬝ᵥ H' *ᵥ c t a + 2 * (c' a ⬝ᵥ H t *ᵥ c t a)) t := fun a =>
    hasDerivAt_form (x := fun s => c s a) hH (hc a) symH
  -- differentiated normalization
  have hN : ∀ a, c t a ⬝ᵥ S' *ᵥ c t a + 2 * (c' a ⬝ᵥ S t *ᵥ c t a) = 0 := fun a => by
    have h : HasDerivAt (fun s => c s a ⬝ᵥ S s *ᵥ c s a)
        (c t a ⬝ᵥ S' *ᵥ c t a + 2 * (c' a ⬝ᵥ S t *ᵥ c t a)) t :=
      hasDerivAt_form (x := fun s => c s a) hS (hc a) (symS t)
    have hfun : (fun s => c s a ⬝ᵥ S s *ᵥ c s a) = fun _ => (1 : ℝ) :=
      funext fun s => hnorm s a
    rw [hfun] at h
    exact h.unique (hasDerivAt_const t 1)
  have hw := potential_response f (symS t) symS' (c t) c' (G t *ᵥ q)
  -- the orbital response cancels orbital by orbital
  have key : (∑ a, f a * (c t a ⬝ᵥ H' *ᵥ c t a + 2 * (c' a ⬝ᵥ H t *ᵥ c t a))) +
      (∑ a, f a * (c t a ⬝ᵥ chargeShift (G t *ᵥ q) S' *ᵥ c t a +
        2 * (c' a ⬝ᵥ chargeShift (G t *ᵥ q) (S t) *ᵥ c t a))) =
      ∑ a, f a * (c t a ⬝ᵥ (H' + chargeShift (G t *ᵥ q) S' - e a • S') *ᵥ c t a) := by
    rw [← Finset.sum_add_distrib]
    refine Finset.sum_congr rfl fun a _ => ?_
    have hs : c' a ⬝ᵥ (H t + chargeShift (G t *ᵥ q) (S t)) *ᵥ c t a =
        c' a ⬝ᵥ (e a • (S t *ᵥ c t a)) := congrArg (fun w => c' a ⬝ᵥ w) (hscf a)
    rw [Matrix.add_mulVec, dotProduct_add, dotProduct_smul, smul_eq_mul] at hs
    rw [Matrix.sub_mulVec, Matrix.add_mulVec, Matrix.smul_mulVec, dotProduct_sub,
      dotProduct_add, dotProduct_smul, smul_eq_mul]
    linear_combination 2 * f a * hs + f a * e a * hN a
  have hE := (HasDerivAt.fun_sum (u := Finset.univ)
    (fun a _ => (hB a).const_mul (f a))).fun_add (hQ.div_const 2)
  refine hE.congr_deriv ?_
  linear_combination hw + key
```

The proof first obtains the symmetry of `S'` from uniqueness of derivatives. Then `hq`, `hQ` and `hB` differentiate the charges, the Coulomb form and the band terms, while `hN` differentiates the normalization. In `key`, `hs` is the self-consistent equation contracted with c_a'. The final `linear_combination` there adds 2f_a times `hs` and f_a e_a times `hN a`, which removes the orbital response.

## Energy from the orbital energies

Contracting the self-consistent equation with c_a and summing with the occupations gives

Σ_a f_a c_aᵀHc_a + (q + q0)ᵀv = Σ_a f_a e_a,

because the shift of S weights the full populations q + q0 by v. Substitution into the energy yields

E = Σ_a f_a e_a − qᵀGq/2 − q0ᵀGq.

In the proof, `h1` evaluates the shift term and `h2` is the summed eigenvalue equation.

```lean
/-- Double-counting formula: for normalized, self-consistent orbitals the energy is the
occupation-weighted sum of orbital energies, minus the Coulomb energy `qᵀGq/2` of the fluctuations,
minus `q0ᵀGq`. -/
theorem sccEnergy_eq_orbital_sum (f : k → ℝ) (q0 : n → ℝ) {H S G : Matrix n n ℝ}
    {c : k → n → ℝ} {e : k → ℝ} (symS : S.IsSymm) (hnorm : ∀ a, c a ⬝ᵥ S *ᵥ c a = 1)
    (hscf : IsSelfConsistent f q0 H S G c e) :
    let q := mullikenCharge f q0 S c
    sccEnergy f q0 H S G c = (∑ a, f a * e a) - (q ⬝ᵥ G *ᵥ q) / 2 - q0 ⬝ᵥ G *ᵥ q := by
  intro q
  have h1 : ∀ v : n → ℝ, ∑ a, f a * (c a ⬝ᵥ chargeShift v S *ᵥ c a) =
      mullikenCharge f q0 S c ⬝ᵥ v + q0 ⬝ᵥ v := fun v => by
    rw [← add_dotProduct]
    simp only [chargeShift_form symS, add_self_div_two]
    simp only [dotProduct, Pi.add_apply, mullikenCharge, sub_add_cancel, Finset.sum_mul,
      Finset.mul_sum]
    rw [Finset.sum_comm]
    exact Finset.sum_congr rfl fun i _ => Finset.sum_congr rfl fun a _ => by ring
  have h2 : (∑ a, f a * (c a ⬝ᵥ H *ᵥ c a)) +
      (∑ a, f a * (c a ⬝ᵥ chargeShift (G *ᵥ q) S *ᵥ c a)) = ∑ a, f a * e a := by
    rw [← Finset.sum_add_distrib]
    refine Finset.sum_congr rfl fun a _ => ?_
    have hs : c a ⬝ᵥ (H + chargeShift (G *ᵥ q) S) *ᵥ c a = c a ⬝ᵥ (e a • (S *ᵥ c a)) :=
      congrArg (fun w => c a ⬝ᵥ w) (hscf a)
    rw [Matrix.add_mulVec, dotProduct_add, dotProduct_smul, smul_eq_mul, hnorm a] at hs
    linear_combination f a * hs
  have h3 := h1 (G *ᵥ q)
  change (∑ a, f a * (c a ⬝ᵥ H *ᵥ c a)) + (q ⬝ᵥ G *ᵥ q) / 2 = _
  linear_combination h2 - h3
```

## A charged symmetric dimer

Two equivalent sites have matrices with equal diagonal elements and one off-diagonal element.

```lean
/-- Matrix of a symmetric dimer with on-site element `a` and off-site element `b`. -/
def pairMatrix (a b : ℝ) : Matrix (Fin 2) (Fin 2) ℝ := !![a, b; b, a]
```

The even orbital has both coefficients equal to 1/√(2(1 + σ)), where σ is the overlap.

```lean
/-- The even orbital of a symmetric dimer with overlap `σ`, for `σ > -1`. -/
def dimerOrbital (σ : ℝ) : Fin 1 → Fin 2 → ℝ := fun _ _ => 1 / √(2 * (1 + σ))
```

Let h and b be the on-site and off-site elements of H, u and g those of G, and z the reference population of each site when it is neutral. With two electrons in the even orbital, each site has population 1 and fluctuation 1 − z, so the dimer is charged unless z = 1. The potential is uniform and equals (u + g)(1 − z). Its shift of S is therefore a multiple of S, and it only moves the orbital energy. The theorem confirms differentiability, normalization and self-consistency at each σ > −1; a physical overlap also has σ < 1. Since `scc_gradient` asks for normalization at all real `s`, a path used with it should be a differentiable function σ(s) that stays above −1.

```lean
/-- For overlap `σ > -1`, the doubly occupied even orbital of a symmetric dimer with reference
population `z` per site is differentiable in the overlap, normalized and self-consistent. -/
theorem scc_dimer_witness (h b u g z σ : ℝ) (hσ : -1 < σ) :
    (∀ a i, DifferentiableAt ℝ (fun s => dimerOrbital s a i) σ) ∧
    (∀ a, dimerOrbital σ a ⬝ᵥ pairMatrix 1 σ *ᵥ dimerOrbital σ a = 1) ∧
    IsSelfConsistent (fun _ => 2) (fun _ => z) (pairMatrix h b) (pairMatrix 1 σ)
      (pairMatrix u g) (dimerOrbital σ)
      (fun _ => (h + b) / (1 + σ) + (u + g) * (1 - z)) := by
  have hp : 0 < 2 * (1 + σ) := by linarith
  have hne : 1 + σ ≠ 0 := by linarith
  refine ⟨fun a i => ?_, ?_⟩
  · exact (differentiableAt_const (1 : ℝ)).fun_div
      (DifferentiableAt.sqrt (by fun_prop) hp.ne') (Real.sqrt_pos.mpr hp).ne'
  obtain ⟨x, hx, ho⟩ : ∃ x : ℝ, x ^ 2 * (2 * (1 + σ)) = 1 ∧
      dimerOrbital σ = fun _ _ => x := by
    refine ⟨1 / √(2 * (1 + σ)), ?_, rfl⟩
    rw [div_pow, one_pow, Real.sq_sqrt hp.le]
    exact one_div_mul_cancel hp.ne'
  rw [ho]
  -- both sites carry the same charge fluctuation
  have hq : mullikenCharge (fun _ : Fin 1 => (2 : ℝ)) (fun _ => z) (pairMatrix 1 σ)
      (fun _ _ => x) = fun _ => 1 - z := by
    ext i
    fin_cases i <;>
      simp [mullikenCharge, pairMatrix, Matrix.mulVec, dotProduct, Fin.sum_univ_two] <;>
      linear_combination hx
  constructor
  · intro a
    simp [pairMatrix, Matrix.mulVec, dotProduct, Fin.sum_univ_two]
    linear_combination hx
  · -- the potential is uniform, so its charge shift is a multiple of the overlap
    have hv : pairMatrix u g *ᵥ (fun _ => 1 - z) = fun _ => (u + g) * (1 - z) := by
      ext i
      fin_cases i <;>
        simp [pairMatrix, Matrix.mulVec, dotProduct, Fin.sum_univ_two] <;> ring
    have hshift : ∀ (w : ℝ) (M : Matrix (Fin 2) (Fin 2) ℝ),
        chargeShift (fun _ => w) M = w • M := fun w M => by
      ext i j
      simp only [chargeShift, Matrix.smul_apply, Matrix.add_apply, Matrix.diagonal_mul,
        Matrix.mul_diagonal, smul_eq_mul]
      ring
    have hr : (h + b) / (1 + σ) * (1 + σ) = h + b := div_mul_cancel₀ _ hne
    unfold IsSelfConsistent
    rw [hq, hv, hshift]
    intro a
    ext i
    fin_cases i <;>
      simp [pairMatrix, Matrix.mulVec, dotProduct, Fin.sum_univ_two] <;>
      linear_combination (-x) * hr

end

end SelfConsistentChargeForce
```

```lean
#print axioms SelfConsistentChargeForce.scc_gradient
#print axioms SelfConsistentChargeForce.sccEnergy_eq_orbital_sum
```

```
'SelfConsistentChargeForce.scc_gradient' depends on axioms: [propext, Classical.choice, Quot.sound]
'SelfConsistentChargeForce.sccEnergy_eq_orbital_sum' depends on axioms: [propext, Classical.choice, Quot.sound]
```
